# The three-point finite-field formula for the second derivative of the energy is exact for polynomials up to degree three, but not up to degree four

The energy is modelled as a real polynomial in the field strength, and its second derivative at zero field is estimated from its values at `-h`, `0` and `h`, with weights `1/h²`, `-2/h²` and `1/h²`. The theorem `three_point_sharp` says that, for any nonzero real `h`, this estimate is exact for every polynomial of degree at most three, but not for every polynomial of degree at most four. For the first part, the proof writes the polynomial out in its coefficients and compares the two sides. For the second, it assumes exactness to degree four and tests it on `X ^ 4`, where the estimate gives `2h²` and the true second derivative at zero is 0.

The first attempt, which Lean rejects:

```lean
import Mathlib

open Polynomial Finset

namespace FiniteFieldStencil

noncomputable section

/-- The finite-field estimate: a weighted sum of the energies `p` at the field strengths `x i`. -/
def stencil {m : ℕ} (x w : Fin (m + 1) → ℝ) (p : ℝ[X]) : ℝ :=
  ∑ i, w i * p.eval (x i)

/-- The stencil returns the `k`-th derivative at zero field for every polynomial energy of
degree at most `d`. -/
def ExactTo {m : ℕ} (x w : Fin (m + 1) → ℝ) (k d : ℕ) : Prop :=
  ∀ p : ℝ[X], p.natDegree ≤ d → stencil x w p = (derivative^[k] p).eval 0

/-- The `k`-th derivative at zero field is `k!` times the `k`-th expansion coefficient. -/
theorem derivative_at_zero (k : ℕ) (p : ℝ[X]) :
    (derivative^[k] p).eval 0 = (k.factorial : ℝ) * p.coeff k := by
  rw [← coeff_zero_eq_eval_zero, coeff_iterate_derivative, zero_add,
    Nat.descFactorial_self, nsmul_eq_mul]

/-- The three field strengths `-h`, `0`, `h`. -/
def threeFields (h : ℝ) : Fin 3 → ℝ := ![-h, 0, h]

/-- The weights `1/h²`, `-2/h²`, `1/h²`, for nonzero `h`. -/
def threeWeights (h : ℝ) : Fin 3 → ℝ := ![1 / h ^ 2, -2 / h ^ 2, 1 / h ^ 2]

/-- For nonzero `h` the three-point stencil for the second derivative is exact to degree three
and not to degree four. -/
theorem three_point_sharp (h : ℝ) (hh : h ≠ 0) :
    ExactTo (threeFields h) (threeWeights h) 2 3 ∧
      ¬ ExactTo (threeFields h) (threeWeights h) 2 4 := by
  have hs : ∀ p : ℝ[X], stencil (threeFields h) (threeWeights h) p =
      1 / h ^ 2 * p.eval (-h) + -2 / h ^ 2 * p.eval 0 + 1 / h ^ 2 * p.eval h := fun p =>
    Fin.sum_univ_three fun i : Fin 3 => threeWeights h i * p.eval (threeFields h i)
  constructor
  · intro p hp
    have he : ∀ y : ℝ, p.eval y =
        p.coeff 0 + p.coeff 1 * y + p.coeff 2 * y ^ 2 + p.coeff 3 * y ^ 3 := by
      intro y
      rw [eval_eq_sum_range' (Nat.lt_succ_of_le hp) y]
      simp only [Finset.sum_range_succ, Finset.sum_range_zero]
      ring
    rw [hs, derivative_at_zero, he (-h), he 0, he h, Nat.factorial_two]
    push_cast
    field_simp
    ring
  · -- the quartic energy has no second derivative at zero, but the stencil returns `2 h²`
    intro hex
    have h4 := hex (X ^ 4) (natDegree_X_pow_le 4)
    rw [hs, derivative_at_zero, coeff_X_pow] at h4
    simp only [eval_pow, eval_X] at h4
    norm_num at h4
    have h2 : (h ^ 2)⁻¹ * h ^ 4 = h ^ 2 := by
      field_simp
    have hpos : 0 < h ^ 2 := by positivity
    linarith

end

end FiniteFieldStencil
```

The compiler's answer:

```
Main.lean:59:4: error: linarith failed to find a contradiction
case right
h : ℝ
hh : h ≠ 0
hs :
  ∀ (p : ℝ[X]),
    stencil (threeFields h) (threeWeights h) p = 1 / h ^ 2 * eval (-h) p + -2 / h ^ 2 * eval 0 p + 1 / h ^ 2 * eval h p
hex : ExactTo (threeFields h) (threeWeights h) 2 4
h4 : h = 0
h2 : (h ^ 2)⁻¹ * h ^ 4 = h ^ 2
hpos : 0 < h ^ 2
⊢ False
failed
```

The repair, with which the file compiles:

```diff
@@ -48,5 +48,5 @@
     field_simp
     ring
-  · -- the quartic energy has no second derivative at zero, but the stencil returns `2 h²`
+  · -- the second derivative of `X ^ 4` at zero vanishes, but the stencil returns `2 h²`
     intro hex
     have h4 := hex (X ^ 4) (natDegree_X_pow_le 4)
@@ -54,8 +54,5 @@
     simp only [eval_pow, eval_X] at h4
     norm_num at h4
-    have h2 : (h ^ 2)⁻¹ * h ^ 4 = h ^ 2 := by
-      field_simp
-    have hpos : 0 < h ^ 2 := by positivity
-    linarith
+    exact hh h4
 
 end
```

The one error is that `linarith` finds no contradiction in the second part, though the context holds one: `h4 : h = 0` against `hh : h ≠ 0`. The closing steps were written for an `h4` that still contained the powers of `h` from the stencil, which `h2` would turn into `h ^ 2`, to be contradicted by `hpos`. But `norm_num at h4` had already simplified the equation to `h = 0`.

`linarith` can't use what is left. It does not use hypotheses of the form `≠`, so `hh` is no help to it, and in its linear arithmetic `h ^ 2` is a separate quantity from `h`, so `h = 0` does not contradict `0 < h ^ 2`.

The repair applies `hh` to `h4`, which is exactly a proof of `False`. `h2` and `hpos` are then not needed and are removed. The reworded comment has no effect on the proof; it now says that the second derivative vanishes, where the old wording could suggest that it does not exist.
